# In a finite real model with distinct levels, the polarizabilities of all states sum to zero

A finite-basis calculation may return a negative polarizability for its highest state. Without a rule for the sign, one may search correct code for an error. Conversely, a table of positive polarizabilities for every state may look plausible. If the calculation diagonalizes a fixed real matrix plus the field strength times another fixed real matrix, however, then for distinct levels at least one entry must be wrong.

Let a finite model have real levels E_k and a real matrix V in the eigenbasis of the field-free Hamiltonian. In a static field of strength F the Hamiltonian is

H(F) = diag(E) + F V.

For a dipole interaction, V is minus the dipole component along the field. If the levels are distinct, the polarizabilities α_k sum to zero, whether or not V is symmetric. If V is symmetric, a state strictly above all others has α_k ≤ 0, and a state strictly below all others has α_k ≥ 0.

## From the eigenvalue equation to the signs

Write e_k for the unperturbed state k, and insert the vector e_k + F x + F² y and the energy E_k + a F + b F² into the eigenvalue equation. The terms in F and F² give

diag(E) x + V e_k = E_k x + a e_k,

diag(E) y + V x = E_k y + a x + b e_k.

Since the energy contains the polarizability as −½ α F², we have α = −2b.

Component k of the first equation gives a = V_kk. For j ≠ k it reads E_j x_j + V_jk = E_k x_j, so

x_j = V_jk / (E_k − E_j).

The component x_k stays free, because it only rescales the vector. Component k of the second equation is

E_k y_k + V_kk x_k + Σ_{j≠k} V_kj x_j = E_k y_k + V_kk x_k + b.

The terms in x_k and y_k cancel, leaving

b = s_k = Σ_{j≠k} V_kj V_jk / (E_k − E_j).

Conversely, a solution exists. Take x_k = 0, the x_j above, any y_k, and for j ≠ k

y_j = ((V x)_j − V_kk x_j) / (E_k − E_j).

Hence α_k = −2 s_k whenever E_k differs from every other level.

Now let all levels be distinct and sum s_k over k. Exchanging k and j leaves the numerator V_kj V_jk unchanged and reverses the denominator. The double sum therefore equals its own negative and vanishes, and so does Σ_k α_k.

For symmetric V the numerator is V_kj². If k is the top state, every denominator is positive, so s_k ≥ 0 and α_k ≤ 0. Equality requires every term to vanish, that is, V_kj = 0 for all j ≠ k. For the lowest state every denominator is negative, and the sign of α_k is reversed.

In coupled-cluster theory, V is in general not symmetric in the biorthogonal eigenbasis of the similarity-transformed Hamiltonian. The zero sum applies there in a finite real model with real, distinct eigenvalues, provided that the orbitals and the cluster amplitudes are both held at their zero-field values.

## Polarizability as a condition on the eigenvalue equation

The finite type `n` labels the states, `E : n → ℝ` holds the levels, and `V` is a real matrix.

```lean
import Mathlib

open Matrix

namespace ExcitedStatePolarizability

noncomputable section

variable {n : Type*} [DecidableEq n]
```

The vector e_k is `state k`.

```lean
/-- The unperturbed eigenstate `k`, as a coordinate vector in the eigenbasis. -/
def state (k : n) : n → ℝ := Pi.single k 1
```

Its components are needed whenever an equation is read off component by component.

```lean
/-- The components of an unperturbed eigenstate are one on itself and zero elsewhere. -/
theorem state_apply (k i : n) : state k i = if i = k then 1 else 0 := by
  simp [state, Pi.single_apply]
```

The sum s_k is called `secondOrderEnergy`; `Finset.univ.erase k` is the set of all states except k.

```lean
variable [Fintype n]

/-- The sum over states `s_k = ∑_{j ≠ k} V_kj V_jk / (E_k - E_j)`,
for a level `E_k` that differs from all the others. -/
def secondOrderEnergy (E : n → ℝ) (V : Matrix n n ℝ) (k : n) : ℝ :=
  ∑ j ∈ Finset.univ.erase k, V k j * V j k / (E k - E j)
```

The polarizability is defined without this sum. `IsPolarizability E V k α` says that some x, y, a and b solve the two perturbation equations and that α = −2b. This fixes the sign and the factor of two, and describes one diagonal component of the static polarizability tensor. The condition concerns orders F and F² only, not the convergence of the full series.

```lean
/-- `α` is a polarizability of state `k`: the eigenvalue equation of `diag(E) + F V` is solved
through second order in the field `F` by the vector `state k + F x + F² y` and the energy
`E_k + a F + b F²`, and `α = -2 b`. -/
def IsPolarizability (E : n → ℝ) (V : Matrix n n ℝ) (k : n) (α : ℝ) : Prop :=
  ∃ (x y : n → ℝ) (a b : ℝ),
    diagonal E *ᵥ x + V *ᵥ state k = E k • x + a • state k ∧
    diagonal E *ᵥ y + V *ᵥ x = E k • y + a • x + b • state k ∧
    α = -2 * b
```

## Solving the two orders

The first lemma says that V e_k is column k of V.

```lean
/-- The perturbation acting on state `k` gives column `k` of its matrix. -/
theorem mulVec_state (V : Matrix n n ℝ) (k i : n) : (V *ᵥ state k) i = V i k := by
  simp [Matrix.mulVec, dotProduct, state_apply]
```

The second evaluates (V x)_k from the first-order amplitudes. It separates the term j = k from the rest, and leaves x_k arbitrary.

```lean
/-- If the first-order amplitudes are `V_jk / (E_k - E_j)` for `j ≠ k`, then the projection of
`V x` on state `k` is `V_kk x_k` plus the sum over states. -/
theorem mulVec_amplitude {E : n → ℝ} {V : Matrix n n ℝ} {k : n} {x : n → ℝ}
    (hx : ∀ j, j ≠ k → x j = V j k / (E k - E j)) :
    (V *ᵥ x) k = V k k * x k + secondOrderEnergy E V k := by
  have hs : secondOrderEnergy E V k = ∑ j ∈ Finset.univ.erase k, V k j * x j := by
    unfold secondOrderEnergy
    refine Finset.sum_congr rfl fun j hj => ?_
    rw [hx j (Finset.ne_of_mem_erase hj)]
    ring
  rw [hs]
  simp only [Matrix.mulVec, dotProduct]
  exact (Finset.add_sum_erase _ (fun j => V k j * x j) (Finset.mem_univ k)).symm
```

The next theorem establishes existence, uniqueness and the formula α = −2 s_k together. Its hypothesis `hE` separates level k from the others, which may coincide among themselves.

In the forward direction, `c1` and `c2` are the component equations; `ha` and `hx` extract a and the amplitudes, and the last `linear_combination` solves for α. In the reverse direction, the proof supplies the explicit x and y from the derivation and checks each equation separately for i = k and i ≠ k.

```lean
/-- For a nondegenerate state `k` the polarizability exists, is unique, and equals `-2 s_k`. -/
theorem isPolarizability_iff {E : n → ℝ} {V : Matrix n n ℝ} {k : n} {α : ℝ}
    (hE : ∀ j, j ≠ k → E j ≠ E k) :
    IsPolarizability E V k α ↔ α = -2 * secondOrderEnergy E V k := by
  have d : ∀ j, j ≠ k → E k - E j ≠ 0 := fun j hj => sub_ne_zero.mpr (hE j hj).symm
  constructor
  · rintro ⟨x, y, a, b, h1, h2, rfl⟩
    have c1 : ∀ i, E i * x i + V i k = E k * x i + a * state k i := fun i => by
      have h := congrFun h1 i
      simpa only [Pi.add_apply, Pi.smul_apply, smul_eq_mul, Matrix.mulVec_diagonal,
        mulVec_state] using h
    have c2 : E k * y k + (V *ᵥ x) k = E k * y k + a * x k + b * state k k := by
      have h := congrFun h2 k
      simpa only [Pi.add_apply, Pi.smul_apply, smul_eq_mul, Matrix.mulVec_diagonal] using h
    -- the first-order equation fixes the first-order energy and the amplitudes
    have ha : a = V k k := by
      have h := c1 k
      rw [state_apply, if_pos rfl] at h
      linarith
    have hx : ∀ j, j ≠ k → x j = V j k / (E k - E j) := fun j hj => by
      have h := c1 j
      rw [state_apply, if_neg hj] at h
      rw [eq_div_iff (d j hj)]
      linear_combination (-1 : ℝ) * h
    -- the second-order equation, projected on state k, gives the energy
    rw [mulVec_amplitude hx, state_apply, if_pos rfl, ha] at c2
    linear_combination 2 * c2
  · intro hα
    obtain ⟨x, hxk, hx⟩ : ∃ x : n → ℝ, x k = 0 ∧
        ∀ j, j ≠ k → x j = V j k / (E k - E j) :=
      ⟨fun j => if j = k then 0 else V j k / (E k - E j), by simp,
        fun j hj => by simp [hj]⟩
    obtain ⟨y, hy⟩ : ∃ y : n → ℝ,
        ∀ j, j ≠ k → y j = ((V *ᵥ x) j - V k k * x j) / (E k - E j) :=
      ⟨fun j => ((V *ᵥ x) j - V k k * x j) / (E k - E j), fun _ _ => rfl⟩
    refine ⟨x, y, V k k, secondOrderEnergy E V k, ?_, ?_, hα⟩
    · funext i
      simp only [Pi.add_apply, Pi.smul_apply, smul_eq_mul, Matrix.mulVec_diagonal, mulVec_state]
      by_cases hi : i = k
      · rw [hi, state_apply, if_pos rfl, hxk]
        ring
      · have h : x i * (E k - E i) = V i k := by
          rw [hx i hi, div_mul_cancel₀ _ (d i hi)]
        rw [state_apply, if_neg hi]
        linear_combination (-1 : ℝ) * h
    · funext i
      simp only [Pi.add_apply, Pi.smul_apply, smul_eq_mul, Matrix.mulVec_diagonal]
      by_cases hi : i = k
      · rw [hi, state_apply, if_pos rfl]
        linear_combination mulVec_amplitude hx
      · have h : y i * (E k - E i) = (V *ᵥ x) i - V k k * x i := by
          rw [hy i hi, div_mul_cancel₀ _ (d i hi)]
        rw [state_apply, if_neg hi]
        linear_combination (-1 : ℝ) * h
```

## Exchanging the two states

Here `Function.Injective E` says that all levels are distinct, and `α k` is a polarizability of state k for every k. The proof extends each sum to include j = k, which adds nothing because Lean sets division by zero to zero. In `anti`, `Finset.sum_comm` exchanges the two states and `neg_sub` reverses the denominator.

```lean
/-- If all levels are distinct, the polarizabilities of all states sum to zero,
for any real perturbation matrix, symmetric or not. -/
theorem sum_polarizability_eq_zero {E : n → ℝ} {V : Matrix n n ℝ} {α : n → ℝ}
    (hE : Function.Injective E) (hα : ∀ k, IsPolarizability E V k (α k)) :
    ∑ k, α k = 0 := by
  have hk : ∀ k, α k = -2 * ∑ j, V k j * V j k / (E k - E j) := fun k => by
    rw [(isPolarizability_iff fun j hj h => hj (hE h)).1 (hα k)]
    have h := Finset.add_sum_erase Finset.univ
      (fun j => V k j * V j k / (E k - E j)) (Finset.mem_univ k)
    simp only [sub_self, div_zero, zero_add] at h
    rw [secondOrderEnergy, h]
  -- exchanging the two states reverses the sign of every term
  have anti : ∑ k, ∑ j, V k j * V j k / (E k - E j)
      = -∑ k, ∑ j, V k j * V j k / (E k - E j) := by
    calc ∑ k, ∑ j, V k j * V j k / (E k - E j)
        = ∑ k, ∑ j, V j k * V k j / (E j - E k) := Finset.sum_comm
      _ = ∑ k, ∑ j, -(V k j * V j k / (E k - E j)) := by
          refine Finset.sum_congr rfl fun k _ => Finset.sum_congr rfl fun j _ => ?_
          rw [← neg_sub (E k) (E j), div_neg, mul_comm (V j k) (V k j)]
      _ = -∑ k, ∑ j, V k j * V j k / (E k - E j) := by
          simp only [Finset.sum_neg_distrib]
  rw [Finset.sum_congr rfl fun k _ => hk k, ← Finset.mul_sum]
  linarith
```

## The highest and lowest states

`V.IsSymm` turns V_kj V_jk into a square, and `htop` places level k strictly above the others. Each term is then nonnegative, and so is their sum.

```lean
/-- For a symmetric perturbation, a state lying strictly above all others has a polarizability
that is never positive. -/
theorem top_polarizability_nonpos {E : n → ℝ} {V : Matrix n n ℝ} {k : n} {α : ℝ}
    (hV : V.IsSymm) (htop : ∀ j, j ≠ k → E j < E k) (hα : IsPolarizability E V k α) :
    α ≤ 0 := by
  have hs : 0 ≤ secondOrderEnergy E V k := by
    refine Finset.sum_nonneg fun j hj => ?_
    rw [hV.apply k j]
    exact div_nonneg (mul_self_nonneg _)
      (sub_nonneg.2 (htop j (Finset.ne_of_mem_erase hj)).le)
  rw [(isPolarizability_iff fun j hj => (htop j hj).ne).1 hα]
  linarith
```

For the equality case, a vanishing sum of nonnegative terms vanishes term by term. Since the denominators are nonzero, each coupling V_kj must be zero. A model with a single state also fits: its sum is empty and its polarizability is zero.

```lean
/-- For a symmetric perturbation, the polarizability of a state lying strictly above all others
vanishes exactly when the perturbation couples it to no other state. -/
theorem top_polarizability_eq_zero_iff {E : n → ℝ} {V : Matrix n n ℝ} {k : n} {α : ℝ}
    (hV : V.IsSymm) (htop : ∀ j, j ≠ k → E j < E k) (hα : IsPolarizability E V k α) :
    α = 0 ↔ ∀ j, j ≠ k → V k j = 0 := by
  rw [(isPolarizability_iff fun j hj => (htop j hj).ne).1 hα]
  have hterm : ∀ j ∈ Finset.univ.erase k, 0 ≤ V k j * V j k / (E k - E j) := fun j hj => by
    rw [hV.apply k j]
    exact div_nonneg (mul_self_nonneg _)
      (sub_nonneg.2 (htop j (Finset.ne_of_mem_erase hj)).le)
  constructor
  · intro h j hj
    have hs : ∑ j ∈ Finset.univ.erase k, V k j * V j k / (E k - E j) = 0 := by
      unfold secondOrderEnergy at h
      linarith
    -- a vanishing sum of nonnegative terms vanishes term by term
    have h0 := (Finset.sum_eq_zero_iff_of_nonneg hterm).1 hs j
      (Finset.mem_erase.2 ⟨hj, Finset.mem_univ j⟩)
    rw [hV.apply k j] at h0
    rcases div_eq_zero_iff.1 h0 with h1 | h1
    · exact mul_self_eq_zero.1 h1
    · exact absurd h1 (sub_pos.2 (htop j hj)).ne'
  · intro h
    have hs : secondOrderEnergy E V k = 0 := by
      refine Finset.sum_eq_zero fun j hj => ?_
      rw [h j (Finset.ne_of_mem_erase hj), zero_mul, zero_div]
    rw [hs, mul_zero]
```

For the lowest state, `hlow` reverses the denominators, and the same argument gives the opposite sign.

```lean
/-- For a symmetric perturbation, a state lying strictly below all others has a polarizability
that is never negative. -/
theorem ground_polarizability_nonneg {E : n → ℝ} {V : Matrix n n ℝ} {k : n} {α : ℝ}
    (hV : V.IsSymm) (hlow : ∀ j, j ≠ k → E k < E j) (hα : IsPolarizability E V k α) :
    0 ≤ α := by
  have hs : secondOrderEnergy E V k ≤ 0 := by
    refine Finset.sum_nonpos fun j hj => ?_
    rw [hV.apply k j]
    exact div_nonpos_iff.2 (Or.inl ⟨mul_self_nonneg _,
      sub_nonpos.2 (hlow j (Finset.ne_of_mem_erase hj)).le⟩)
  rw [(isPolarizability_iff fun j hj => (hlow j hj).ne').1 hα]
  linarith
```

## An upper state with positive polarizability

Take levels E_0 = 0 and E_1 = 1, with V_01 = 1, V_10 = −1 and zero diagonal. For the upper state

s_1 = V_10 V_01 / (E_1 − E_0) = −1,

so α_1 = 2. Distinct levels and a real V are therefore not enough to make the top polarizability nonpositive. This V is not Hermitian, so the example is a mathematical one and not a dipole interaction in an orthonormal eigenbasis. The proof reduces the sum to its single term and evaluates it.

```lean
/-- With levels `0` and `1` and an antisymmetric perturbation, the upper state has
polarizability `2`. -/
theorem upper_polarizability_antisymmetric :
    IsPolarizability ![0, 1] !![0, 1; -1, 0] (1 : Fin 2) 2 := by
  have he : (Finset.univ.erase (1 : Fin 2)) = {0} := by decide
  refine (isPolarizability_iff
    (Fin.forall_fin_two.2 ⟨fun _ => by norm_num, fun h => absurd rfl h⟩)).2 ?_
  rw [secondOrderEnergy, he, Finset.sum_singleton]
  norm_num

end

end ExcitedStatePolarizability
```

```lean
#print axioms ExcitedStatePolarizability.sum_polarizability_eq_zero
#print axioms ExcitedStatePolarizability.top_polarizability_eq_zero_iff
#print axioms ExcitedStatePolarizability.ground_polarizability_nonneg
#print axioms ExcitedStatePolarizability.upper_polarizability_antisymmetric
```

```
'ExcitedStatePolarizability.sum_polarizability_eq_zero' depends on axioms: [propext, Classical.choice, Quot.sound]
'ExcitedStatePolarizability.top_polarizability_eq_zero_iff' depends on axioms: [propext, Classical.choice, Quot.sound]
'ExcitedStatePolarizability.ground_polarizability_nonneg' depends on axioms: [propext, Classical.choice, Quot.sound]
'ExcitedStatePolarizability.upper_polarizability_antisymmetric' depends on axioms: [propext, Classical.choice, Quot.sound]
```
